# Truncating a finite Hermitian Hamiltonian to an orthonormal basis never raises its partition function

Q: Take two energy levels, $E_1$ and $E_2$, and a basis of one state with real amplitudes $(\cos\theta,\sin\theta)$. The truncated Hamiltonian is then a single number, the mean energy $\bar e=\cos^2\theta\,E_1+\sin^2\theta\,E_2$. That can lie well below $E_2$. Why can't its Boltzmann factor be too large?

A: Because the exponential is convex. With $\beta$ the inverse temperature,

$$e^{-\beta\bar e}\le \cos^2\theta\,e^{-\beta E_1}+\sin^2\theta\,e^{-\beta E_2}< e^{-\beta E_1}+e^{-\beta E_2}.$$

The first step replaces the factor of a mean by the mean of the factors. The second raises both weights to one. The general proof uses the same two steps for an $n\times n$ Hermitian matrix $H$ and an $n\times k$ matrix $W$ whose columns are the basis states.

```lean
import Mathlib

open Matrix

namespace BasisTruncation

noncomputable section

variable {n k : Type*} [Fintype n] [DecidableEq n] [Fintype k] [DecidableEq k]
```

Q: Here `n` and `k` are types, not numbers.

A: They are finite sets of labels, for the full space and for the basis. Their sizes are the dimensions, which I shall also call $n$ and $k$. The partition function is $Z(H,\beta)=\mathrm{Tr}\,e^{-\beta H}$, with energies and $1/\beta$ in the same units.

```lean
/-- The canonical partition function `Tr exp(-βH)`, as a real number. -/
def partitionFunction (H : Matrix n n ℂ) (β : ℝ) : ℝ :=
  (trace (NormedSpace.exp (-(β : ℂ) • H))).re
```

Q: It takes a real part. Could that hide an imaginary remainder?

A: Not for Hermitian $H$: `trace_gibbs`, below, shows that the whole complex trace equals a real sum. The other two definitions are the truncated Hamiltonian $W^\dagger HW$, where Lean writes `ᴴ` for the dagger, and the Helmholtz free energy $F=-\ln Z/\beta$.

```lean
/-- The Hamiltonian matrix in the basis formed by the columns of `W`. -/
def truncated (W : Matrix n k ℂ) (H : Matrix n n ℂ) : Matrix k k ℂ :=
  Wᴴ * H * W

/-- The Helmholtz free energy `-log Z / β`. -/
def freeEnergy (H : Matrix n n ℂ) (β : ℝ) : ℝ :=
  -Real.log (partitionFunction H β) / β
```

Q: Where do the energy levels come from?

A: From the spectral theorem: $H=U\,\mathrm{diag}(E_i)\,U^\dagger$ with $U^\dagger U=1$ and real $E_i$. Lean takes `U` and `E` from Mathlib's diagonalisation of a Hermitian matrix.

```lean
/-- A Hermitian Hamiltonian has real energies and an orthonormal basis of energy states. -/
theorem exists_energy_basis {H : Matrix n n ℂ} (hH : H.IsHermitian) :
    ∃ (U : Matrix n n ℂ) (E : n → ℝ),
      Uᴴ * U = 1 ∧ H = U * diagonal (fun i => (E i : ℂ)) * Uᴴ := by
  refine ⟨hH.eigenvectorUnitary, hH.eigenvalues, ?_, ?_⟩
  · exact Matrix.mem_unitaryGroup_iff'.mp hH.eigenvectorUnitary.2
  · have h := hH.spectral_theorem
    rw [Unitary.conjStarAlgAut_apply] at h
    exact h
```

The exponential passes through the change of basis, and the trace is cyclic, so

$$\mathrm{Tr}\,e^{-\beta H}=\mathrm{Tr}\,\bigl(U\,\mathrm{diag}(e^{-\beta E_i})\,U^\dagger\bigr)=\sum_i e^{-\beta E_i}.$$

In the proof, `Matrix.exp_conj` does the first step, `Matrix.trace_mul_comm` the second, and `Matrix.exp_diagonal` reduces the matrix exponential to ordinary ones.

```lean
/-- The trace of `exp(-βH)` is the sum of the Boltzmann factors of the energies. -/
theorem trace_gibbs {H U : Matrix n n ℂ} {E : n → ℝ} (hU : Uᴴ * U = 1)
    (hH : H = U * diagonal (fun i => (E i : ℂ)) * Uᴴ) (β : ℝ) :
    trace (NormedSpace.exp (-(β : ℂ) • H)) = ((∑ i, Real.exp (-β * E i) : ℝ) : ℂ) := by
  have hU' : U * Uᴴ = 1 := mul_eq_one_comm.mp hU
  have hinv : U⁻¹ = Uᴴ := Matrix.inv_eq_right_inv hU'
  have hunit : IsUnit U := ⟨⟨U, Uᴴ, hU', hU⟩, rfl⟩
  have hd : diagonal (fun i => -(β : ℂ) * (E i : ℂ))
      = (-(β : ℂ)) • diagonal (fun i => (E i : ℂ)) := by
    ext i j
    by_cases h : i = j
    · subst h; simp
    · simp [h]
  have h1 : -(β : ℂ) • H = U * diagonal (fun i => -(β : ℂ) * (E i : ℂ)) * U⁻¹ := by
    rw [hd, hinv, hH, Matrix.mul_smul, Matrix.smul_mul]
  -- the exponential passes through the change of basis, which the trace does not see
  rw [h1, Matrix.exp_conj _ _ hunit, Matrix.trace_mul_comm, ← Matrix.mul_assoc, hinv, hU,
    Matrix.one_mul, Matrix.exp_diagonal, Matrix.trace_diagonal, Complex.ofReal_sum]
  refine Finset.sum_congr rfl fun i _ => ?_
  -- the exponential of a family of numbers is taken componentwise
  have hexp : ∀ v : n → ℂ, NormedSpace.exp v i = NormedSpace.exp (v i) := by
    intro v
    exact NormedSpace.map_exp (Pi.evalRingHom (fun _ : n => ℂ) i) (continuous_apply i) v
  rw [hexp, ← Complex.exp_eq_exp_ℂ]
  simp only [Complex.ofReal_exp, Complex.ofReal_mul, Complex.ofReal_neg]
```

Q: With several basis states, what replaces $\cos^2\theta$ and $\sin^2\theta$?

A: Let the columns of $V$ be any orthonormal states, $V^\dagger V=1$, and set $C=U^\dagger V$. Then $|C_{ij}|^2$ is the probability of finding energy state $i$ in basis state $j$. Since $UU^\dagger=1$, we have $C^\dagger C=V^\dagger UU^\dagger V=1$. The diagonal entries of this equation say that each basis state is normalised: $\sum_i|C_{ij}|^2=1$.

```lean
omit [DecidableEq n] [Fintype k] [DecidableEq k] in
/-- A diagonal entry of the overlap matrix `AᴴA` is the squared norm of a column of `A`. -/
theorem overlap_diag (A : Matrix n k ℂ) (j : k) :
    (Aᴴ * A) j j = ((∑ i, Complex.normSq (A i j) : ℝ) : ℂ) := by
  rw [Matrix.mul_apply, Complex.ofReal_sum]
  refine Finset.sum_congr rfl fun i _ => ?_
  exact Complex.normSq_eq_conj_mul_self.symm

omit [DecidableEq n] [Fintype k] in
/-- The occupation probabilities of a normalised basis state sum to one. -/
theorem sum_probabilities {C : Matrix n k ℂ} (hC : Cᴴ * C = 1) (j : k) :
    ∑ i, Complex.normSq (C i j) = 1 := by
  have h := overlap_diag C j
  rw [hC, Matrix.one_apply_eq] at h
  exact_mod_cast h.symm
```

Q: That is the sum over energy states. To raise the weights to one, you need the sum over basis states.

A: That is Bessel's inequality. Put $P=CC^\dagger$. It is Hermitian, and $P^2=C(C^\dagger C)C^\dagger=P$, so

$$P_{ii}=(P^\dagger P)_{ii}=\sum_l|P_{li}|^2\ge P_{ii}^2.$$

A real number that is at least its own square cannot exceed one, hence $\sum_j|C_{ij}|^2=P_{ii}\le1$. In the code, `hP` is the projection identity, `h4` keeps the single term $l=i$, and `nlinarith` draws the conclusion.

```lean
omit [DecidableEq n] in
/-- Bessel's inequality: the total weight of a reference state in an orthonormal family
is at most one. -/
theorem bessel_weight {C : Matrix n k ℂ} (hC : Cᴴ * C = 1) (i : n) :
    ∑ j, Complex.normSq (C i j) ≤ 1 := by
  have h1 : (C * Cᴴ) i i = ((∑ j, Complex.normSq (C i j) : ℝ) : ℂ) := by
    rw [Matrix.mul_apply, Complex.ofReal_sum]
    refine Finset.sum_congr rfl fun j _ => ?_
    exact Complex.mul_conj (C i j)
  -- `C Cᴴ` is an orthogonal projection
  have hP : (C * Cᴴ)ᴴ * (C * Cᴴ) = C * Cᴴ := by
    rw [conjTranspose_mul, conjTranspose_conjTranspose, Matrix.mul_assoc,
      ← Matrix.mul_assoc Cᴴ C, hC, Matrix.one_mul]
  have h2 := overlap_diag (C * Cᴴ) i
  rw [hP, h1] at h2
  have h3 := Complex.ofReal_injective h2
  have h4 : Complex.normSq ((C * Cᴴ) i i) ≤ ∑ l, Complex.normSq ((C * Cᴴ) l i) :=
    Finset.single_le_sum (f := fun l => Complex.normSq ((C * Cᴴ) l i))
      (fun l _ => Complex.normSq_nonneg _) (Finset.mem_univ i)
  rw [← h3, h1, Complex.normSq_ofReal] at h4
  nlinarith
```

Q: Now combine them.

A: The mean energy of basis state $j$ is

$$\bar e_j=(V^\dagger HV)_{jj}=\sum_i|C_{ij}|^2E_i.$$

Jensen's inequality, an exchange of sums and Bessel's inequality give

$$\sum_j e^{-\beta\bar e_j}\le\sum_j\sum_i|C_{ij}|^2e^{-\beta E_i}=\sum_i e^{-\beta E_i}\sum_j|C_{ij}|^2\le Z(H,\beta).$$

This is Peierls' inequality for a finite matrix. If $k<n$, it is strict: the weights add up to $\sum_j\sum_i|C_{ij}|^2=k$, so they cannot all reach one on the $n$ energy states, and the state that falls short has a positive Boltzmann factor.

In Lean, `hmean` is the formula for $\bar e_j$, `key` contains Jensen's inequality and the exchange of sums, `hle` is the Bessel step, and `hex` finds the state with missing weight.

```lean
/-- Peierls' inequality: Boltzmann factors of the mean energies of orthonormal states sum to
at most the partition function, and to strictly less if the states are too few to be complete. -/
theorem peierls_inequality {H : Matrix n n ℂ} (hH : H.IsHermitian) {V : Matrix n k ℂ}
    (hV : Vᴴ * V = 1) (β : ℝ) :
    ∑ j, Real.exp (-β * ((Vᴴ * H * V) j j).re) ≤ partitionFunction H β ∧
    (Fintype.card k < Fintype.card n →
      ∑ j, Real.exp (-β * ((Vᴴ * H * V) j j).re) < partitionFunction H β) := by
  obtain ⟨U, E, hU, hD⟩ := exists_energy_basis hH
  have hZ : partitionFunction H β = ∑ i, Real.exp (-β * E i) := by
    rw [partitionFunction, trace_gibbs hU hD, Complex.ofReal_re]
  -- `C` holds the amplitudes of the basis states on the energy states
  obtain ⟨C, hCdef⟩ : ∃ C, C = Uᴴ * V := ⟨_, rfl⟩
  have hC : Cᴴ * C = 1 := by
    rw [hCdef, conjTranspose_mul, conjTranspose_conjTranspose, Matrix.mul_assoc,
      ← Matrix.mul_assoc U, mul_eq_one_comm.mp hU, Matrix.one_mul, hV]
  have hVH : Vᴴ * H * V = Cᴴ * (diagonal (fun i => (E i : ℂ)) * C) := by
    rw [hD, hCdef, conjTranspose_mul, conjTranspose_conjTranspose]
    simp only [Matrix.mul_assoc]
  have hmean : ∀ j, (Vᴴ * H * V) j j = ((∑ i, Complex.normSq (C i j) * E i : ℝ) : ℂ) := by
    intro j
    rw [hVH, Matrix.mul_apply, Complex.ofReal_sum]
    refine Finset.sum_congr rfl fun i _ => ?_
    rw [Matrix.diagonal_mul, conjTranspose_apply, Complex.ofReal_mul,
      Complex.normSq_eq_conj_mul_self, ← starRingEnd_apply]
    ring
  -- Jensen's inequality for each basis state, then exchange of the sums
  have key : ∑ j, Real.exp (-β * ((Vᴴ * H * V) j j).re)
      ≤ ∑ i, Real.exp (-β * E i) * ∑ j, Complex.normSq (C i j) := by
    calc _ ≤ ∑ j, ∑ i, Complex.normSq (C i j) * Real.exp (-β * E i) := by
          refine Finset.sum_le_sum fun j _ => ?_
          have hJ := convexOn_exp.map_sum_le (t := Finset.univ)
            (w := fun i => Complex.normSq (C i j)) (p := fun i => -β * E i)
            (fun i _ => Complex.normSq_nonneg _) (sum_probabilities hC j)
            (fun i _ => Set.mem_univ _)
          simp only [smul_eq_mul] at hJ
          have e : -β * ∑ i, Complex.normSq (C i j) * E i
              = ∑ i, Complex.normSq (C i j) * (-β * E i) := by
            rw [Finset.mul_sum]
            exact Finset.sum_congr rfl fun i _ => by ring
          rw [hmean, Complex.ofReal_re, e]
          exact hJ
      _ = _ := by
          rw [Finset.sum_comm]
          refine Finset.sum_congr rfl fun i _ => ?_
          rw [← Finset.sum_mul, mul_comm]
  have hle : ∀ i, Real.exp (-β * E i) * ∑ j, Complex.normSq (C i j) ≤ Real.exp (-β * E i) :=
    fun i => mul_le_of_le_one_right (Real.exp_pos _).le (bessel_weight hC i)
  rw [hZ]
  refine ⟨key.trans (Finset.sum_le_sum fun i _ => hle i), fun hcard => ?_⟩
  -- the total weight is `k < n`, so some energy state is not fully represented
  have hex : ∃ i, ∑ j, Complex.normSq (C i j) < 1 := by
    by_contra hno
    have hge : ∀ i, 1 ≤ ∑ j, Complex.normSq (C i j) :=
      fun i => le_of_not_gt fun hi => hno ⟨i, hi⟩
    have hs : ∑ _i : n, (1 : ℝ) ≤ ∑ i, ∑ j, Complex.normSq (C i j) :=
      Finset.sum_le_sum fun i _ => hge i
    rw [Finset.sum_comm, Finset.sum_congr rfl fun j _ => sum_probabilities hC j] at hs
    simp only [Finset.sum_const, Finset.card_univ, nsmul_eq_mul, mul_one] at hs
    exact absurd hcard (not_lt_of_ge (by exact_mod_cast hs))
  obtain ⟨i, hi⟩ := hex
  exact key.trans_lt (Finset.sum_lt_sum (fun i _ => hle i)
    ⟨i, Finset.mem_univ i, mul_lt_of_lt_one_right (Real.exp_pos _) hi⟩)
```

Q: But a program diagonalises $W^\dagger HW$. It doesn't exponentiate diagonal entries.

A: Diagonalising makes the two agree. Write $W^\dagger HW=Q\,\mathrm{diag}(D_j)\,Q^\dagger$ with $Q$ unitary, and choose $V=WQ$, the Ritz vectors. They are orthonormal, since $V^\dagger V=Q^\dagger W^\dagger WQ=1$, and

$$V^\dagger HV=Q^\dagger(W^\dagger HW)Q=\mathrm{diag}(D_j).$$

Their mean energies are therefore exactly the truncated levels, and $Z(W^\dagger HW,\beta)=\sum_j e^{-\beta D_j}$.

```lean
omit [DecidableEq n] in
/-- The truncated partition function is the sum of Boltzmann factors of the mean energies of
some orthonormal states of the full space. -/
theorem exists_ritz_states {H : Matrix n n ℂ} (hH : H.IsHermitian) {W : Matrix n k ℂ}
    (hW : Wᴴ * W = 1) (β : ℝ) :
    ∃ V : Matrix n k ℂ, Vᴴ * V = 1 ∧ partitionFunction (truncated W H) β
      = ∑ j, Real.exp (-β * ((Vᴴ * H * V) j j).re) := by
  obtain ⟨Q, D, hQ, hD⟩ :=
    exists_energy_basis (Matrix.isHermitian_conjTranspose_mul_mul W hH)
  refine ⟨W * Q, ?_, ?_⟩
  · rw [conjTranspose_mul, Matrix.mul_assoc, ← Matrix.mul_assoc Wᴴ, hW, Matrix.one_mul, hQ]
  · have h : (W * Q)ᴴ * H * (W * Q) = diagonal (fun j => (D j : ℂ)) := by
      calc _ = Qᴴ * (Wᴴ * H * W) * Q := by
            simp only [conjTranspose_mul, Matrix.mul_assoc]
        _ = (Qᴴ * Q) * diagonal (fun j => (D j : ℂ)) * (Qᴴ * Q) := by
            rw [hD]; simp only [Matrix.mul_assoc]
        _ = _ := by rw [hQ, Matrix.one_mul, Matrix.mul_one]
    rw [partitionFunction, truncated, trace_gibbs hQ hD, Complex.ofReal_re, h]
    simp only [Matrix.diagonal_apply_eq, Complex.ofReal_re]
```

Peierls' inequality for these states is the main theorem. Read in words: for every Hermitian `H`, every `W` with orthonormal columns and every real `β`, the truncated partition function is at most the full one.

```lean
/-- Truncation to a finite orthonormal basis never overestimates the partition function. -/
theorem partitionFunction_truncated_le {H : Matrix n n ℂ} (hH : H.IsHermitian)
    {W : Matrix n k ℂ} (hW : Wᴴ * W = 1) (β : ℝ) :
    partitionFunction (truncated W H) β ≤ partitionFunction H β := by
  obtain ⟨V, hV, hZ⟩ := exists_ritz_states hH hW β
  rw [hZ]
  exact (peierls_inequality hH hV β).1
```

Q: Every real $\beta$, even a negative one?

A: Yes, because $x\mapsto e^{-\beta x}$ is convex for either sign. At $\beta=0$ the statement is just $k\le n$.

Q: Suppose my basis contains the exact low-energy eigenstates. Surely the result can then be exact?

A: It can be numerically excellent, but each omitted state still contributes a positive term. Equality holds exactly when $k=n$. In one direction, summing Bessel's inequality over $i$ gives $k\le n$, and $k<n$ would make the inequality strict. In the other, $k=n$ makes $W$ unitary, so $W(W^\dagger HW)W^\dagger=H$. Applying the main theorem to $W^\dagger HW$ with basis matrix $W^\dagger$ gives the reverse inequality; that is the role of `hback`.

```lean
/-- The truncated partition function is exact if and only if the orthonormal basis has as many
states as the full space has dimensions. -/
theorem partitionFunction_truncated_eq_iff {H : Matrix n n ℂ} (hH : H.IsHermitian)
    {W : Matrix n k ℂ} (hW : Wᴴ * W = 1) (β : ℝ) :
    partitionFunction (truncated W H) β = partitionFunction H β ↔
      Fintype.card k = Fintype.card n := by
  constructor
  · intro h
    have hs : ∑ i, ∑ j, Complex.normSq (W i j) ≤ ∑ _i : n, (1 : ℝ) :=
      Finset.sum_le_sum fun i _ => bessel_weight hW i
    rw [Finset.sum_comm, Finset.sum_congr rfl fun j _ => sum_probabilities hW j] at hs
    simp only [Finset.sum_const, Finset.card_univ, nsmul_eq_mul, mul_one] at hs
    have hkn : Fintype.card k ≤ Fintype.card n := by exact_mod_cast hs
    by_contra hne
    obtain ⟨V, hV, hZ⟩ := exists_ritz_states hH hW β
    have hlt := (peierls_inequality hH hV β).2 (lt_of_le_of_ne hkn hne)
    rw [← hZ, h] at hlt
    exact lt_irrefl _ hlt
  · intro hc
    -- a complete basis is unitary, so the truncation can be undone by `Wᴴ`
    have hWW : W * Wᴴ = 1 :=
      (Matrix.mul_eq_one_comm_of_equiv (Fintype.equivOfCardEq hc)).mp hW
    have hback : truncated Wᴴ (truncated W H) = H := by
      calc _ = (W * Wᴴ) * H * (W * Wᴴ) := by
            simp only [truncated, conjTranspose_conjTranspose, Matrix.mul_assoc]
        _ = H := by rw [hWW, Matrix.one_mul, Matrix.mul_one]
    have h2 := partitionFunction_truncated_le (H := truncated W H) (W := Wᴴ)
      (Matrix.isHermitian_conjTranspose_mul_mul W hH)
      (by rw [conjTranspose_conjTranspose]; exact hWW) β
    rw [hback] at h2
    exact le_antisymm (partitionFunction_truncated_le hH hW β) h2
```

Q: And the free energy?

A: For $\beta>0$ the logarithm preserves the order and the minus sign reverses it, so $F(H)\le F(W^\dagger HW)$. The basis must be nonempty: an empty one has $Z=0$, and Lean's convention $\ln 0=0$ would give it a free energy of zero.

```lean
/-- At positive temperature the free energy computed in a nonempty orthonormal basis is an
upper bound to the exact free energy. -/
theorem freeEnergy_le_truncated [Nonempty k] {H : Matrix n n ℂ} (hH : H.IsHermitian)
    {W : Matrix n k ℂ} (hW : Wᴴ * W = 1) {β : ℝ} (hβ : 0 < β) :
    freeEnergy H β ≤ freeEnergy (truncated W H) β := by
  have hpos : 0 < partitionFunction (truncated W H) β := by
    obtain ⟨V, _, hZ⟩ := exists_ritz_states hH hW β
    rw [hZ]
    exact Finset.sum_pos (fun j _ => Real.exp_pos _) Finset.univ_nonempty
  have hl := Real.log_le_log hpos (partitionFunction_truncated_le hH hW β)
  exact (div_le_div_iff_of_pos_right hβ).2 (neg_le_neg hl)

end

end BasisTruncation
```

```lean
#print axioms BasisTruncation.partitionFunction_truncated_le
#print axioms BasisTruncation.partitionFunction_truncated_eq_iff
#print axioms BasisTruncation.freeEnergy_le_truncated
```

```
'BasisTruncation.partitionFunction_truncated_le' depends on axioms: [propext, Classical.choice, Quot.sound]
'BasisTruncation.partitionFunction_truncated_eq_iff' depends on axioms: [propext, Classical.choice, Quot.sound]
'BasisTruncation.freeEnergy_le_truncated' depends on axioms: [propext, Classical.choice, Quot.sound]
```

Q: My oscillator has infinitely many levels. What does a theorem about matrices tell me?

A: It compares finite matrices, so it does not bound the distance to the infinite-dimensional limit. It does apply to a convergence test. Suppose you build $H$ in $n$ harmonic-oscillator functions and then keep only the first $k$. Here $W$ consists of the first $k$ columns of the identity, and $W^\dagger HW$ is the leading block. The code diagonalises each block and sums $e^{-\beta D_j}$; in exact arithmetic, the sum must rise as the block grows.

Q: So if it falls, I have a bug?

A: Not always. Once the sum has converged, rounding can lower its last digits. A larger fall can have other causes. The matrix elements may come from a quadrature that changes with the basis size, so that the small matrix is no longer a block of the large one. Or the code may subtract each block's own lowest energy before exponentiating; the shift must be the same for both. One error the test does not reveal is ignoring the overlap of functions that are not orthonormal: the smaller matrices are still leading blocks of one Hermitian matrix, so the sum still rises, although its values are wrong.

Q: Does the bound carry over to a ring-polymer simulation?

A: Not to its discretisation error. A finite number of beads changes the Boltzmann operator itself, whereas here the exponential is exact and only the basis is cut. For a small model system, a basis-set sum can serve as the reference for a path-integral result, and the theorem fixes the sign of the truncation error relative to the larger finite matrix. It gives no such sign for the mean energy or the heat capacity, which depend on derivatives of $\ln Z$.
